# The integral of √(x(1 − x)) along a wire of unit length is π/8

With position x along a wire running from 0 to 1, the theorem says that the profile √(x(1 − x)) integrates to π/8. This is a statement of pure calculus: no electrons, transport law or noise formula enters it. The attempt first rewrites the profile, for every real x, as half of √(1 − (2x − 1)²). The substitution u = 2x − 1 then turns the integral into one over [−1, 1], where √(1 − u²) gives the area of a half disc, π/2. The two factors of one half, one from the profile and one from the substitution, bring this down to π/8.

As first written in Lean, the proof fails:

```lean
import Mathlib

open MeasureTheory Filter Set Real
open scoped Topology

namespace DiffusiveWireNoise

noncomputable section

/-- The integral of `√(x(1-x))` over the wire is `π/8`. -/
theorem integral_sqrt_profile : ∫ x in (0:ℝ)..1, √(x * (1 - x)) = π / 8 := by
  have h : ∀ x : ℝ, √(x * (1 - x)) = 1 / 2 * √(1 - (2 * x - 1) ^ 2) := by
    intro x
    rw [show 1 - (2 * x - 1) ^ 2 = 2 ^ 2 * (x * (1 - x)) by ring,
      Real.sqrt_mul (by norm_num), Real.sqrt_sq (by norm_num)]
    ring
  -- map the wire to `[-1, 1]`, where the integral is the area of a half disc
  have h2 : ∫ x in (0:ℝ)..1, √(1 - (2 * x - 1) ^ 2) =
      (2:ℝ)⁻¹ • ∫ u in (2 * 0 - 1 : ℝ)..(2 * 1 - 1), √(1 - u ^ 2) :=
    intervalIntegral.integral_comp_mul_sub (fun u : ℝ => √(1 - u ^ 2)) two_ne_zero 1
  simp only [h]
  rw [intervalIntegral.integral_const_mul, h2, show (2 * 0 - 1 : ℝ) = -1 by norm_num,
    show (2 * 1 - 1 : ℝ) = 1 by norm_num, integral_sqrt_one_sub_sq, smul_eq_mul]
  ring

end

end DiffusiveWireNoise
```

Lean reports:

```
Main.lean:15:21: error: unsolved goals
x : ℝ
⊢ 0 ≤ x
Main.lean:15:35: error: Tactic `rewrite` failed: Did not find an occurrence of the pattern
  √(?m.161 ^ 2)
in the target expression
  √x * √(1 - x) = 1 / 2 * √(2 ^ 2 * (x * (1 - x)))

x : ℝ
⊢ √x * √(1 - x) = 1 / 2 * √(2 ^ 2 * (x * (1 - x)))
Main.lean:15:49: error: unsolved goals
x : ℝ
⊢ 0 ≤ ?m.161
```

The failure is in the pointwise identity `h`. `Real.sqrt_mul` splits √(a · b) into √a · √b, given 0 ≤ a. Here a was left open, so `rw` took the first match, the √(x(1 − x)) on the left-hand side, instead of the root containing `2 ^ 2` on the right. `norm_num` was then asked for `0 ≤ x`, which is false for a general real x; that is the first error.

The right-hand root stayed whole, so `Real.sqrt_sq` found no √(a²) to rewrite, which is the second error. The third follows from it: with no match, the number in `0 ≤ ?m.161` was never determined, and `norm_num` could not prove the inequality.

The repair states the first condition as `(0:ℝ) ≤ 2 ^ 2`. This fixes a as `2 ^ 2`, so only the right-hand root matches, and it splits into √(2²) · √(x(1 − x)). `Real.sqrt_sq` then turns √(2²) into 2, and `ring` finishes. The annotation `(0:ℝ) ≤ 2` is mere tidying, since √(2²) is by then the only match.

After these edits no error is left:

```diff
@@ -13,5 +13,5 @@
     intro x
     rw [show 1 - (2 * x - 1) ^ 2 = 2 ^ 2 * (x * (1 - x)) by ring,
-      Real.sqrt_mul (by norm_num), Real.sqrt_sq (by norm_num)]
+      Real.sqrt_mul (by norm_num : (0:ℝ) ≤ 2 ^ 2), Real.sqrt_sq (by norm_num : (0:ℝ) ≤ 2)]
     ring
   -- map the wire to `[-1, 1]`, where the integral is the area of a half disc
```
